# Cardinal B-splines of order three or higher spread a point charge over a unit mesh with position-independent total, mean offset and variance

A point charge in a simulation sits at an arbitrary position $x$, but a fast Fourier transform needs charges on mesh points. Particle-mesh methods therefore give each mesh point near the particle a share of its charge. As the particle moves between mesh points the shares change, and one asks which properties of the mesh charge stay fixed.

Take a unit charge on an infinite one-dimensional mesh with points $k\in\mathbb Z$, and measure lengths in mesh spacings. Point $k$ receives the share $M_n(x-k)$, where $M_n$ is the cardinal B-spline of order $n$. The lowest order, $M_1$, is $1$ on $[0,1)$ and $0$ elsewhere. For $N\ge 1$,

$$M_{N+1}(x)=\frac{x\,M_N(x)+(N+1-x)\,M_N(x-1)}{N}.$$

In Lean, `bspline n x` is $M_n(x)$, with a natural number `n` and a real `x`. The physical orders start at $1$; the unused order $0$ is set to the zero function. In the definition, the variable `n` after the pattern `n + 1` is the lower order, called $N$ here.

```lean
import Mathlib

namespace CardinalBSpline

noncomputable section

/-- The cardinal B-spline `M_n` of order `n ≥ 1`: the indicator of `[0,1)` for `n = 1`, and the
two-term recursion for higher orders. The unused index `0` is set to zero. -/
def bspline : ℕ → ℝ → ℝ
  | 0, _ => 0
  | n + 1, x =>
      if n = 0 then (if 0 ≤ x ∧ x < 1 then 1 else 0)
      else (x * bspline n x + ((n : ℝ) + 1 - x) * bspline n (x - 1)) / (n : ℝ)
```

## (a) Where the spline vanishes

Show that a particle gives no charge to points outside a window of length $n$:

$$M_n(x)=0\quad\text{for } x\notin[0,n).$$

**Solution.** For $M_1$ this is the definition. Suppose it holds for $M_N$ with $N\ge1$, and let $x\notin[0,N+1)$. Then $x\notin[0,N)$. Also $x-1\notin[0,N)$, since otherwise $1\le x<N+1$. Both terms of the recursion vanish.

In Lean the induction begins at order $0$, and `by_cases hN : N = 0` separates the indicator from the recursion. The two vanishing values are `h1` and `h2`. The interval $[0,n)$ is `Set.Ico (0 : ℝ) n`.

```lean
/-- The B-spline of order `n` vanishes outside `[0,n)`. -/
theorem bspline_eq_zero (n : ℕ) (x : ℝ) (hx : x ∉ Set.Ico (0 : ℝ) n) : bspline n x = 0 := by
  induction n generalizing x with
  | zero => rw [bspline]
  | succ N ih =>
    rw [bspline]
    by_cases hN : N = 0
    · rw [if_pos hN, if_neg]
      intro h
      exact hx ⟨h.1, by rw [hN]; simpa using h.2⟩
    · have h1 := ih x (fun h => hx ⟨h.1, by push_cast; linarith [h.2]⟩)
      have h2 := ih (x - 1) (fun h => hx ⟨by linarith [h.1], by push_cast; linarith [h.2]⟩)
      rw [if_neg hN, h1, h2, mul_zero, mul_zero, add_zero, zero_div]
```

## (b) The sign of the shares

Show that no mesh point receives a share of the opposite sign:

$$M_n(x)\ge 0.$$

**Solution.** $M_1$ takes only the values $0$ and $1$. Suppose $M_N\ge0$ with $N\ge1$. Outside $[0,N+1)$, part (a) gives $M_{N+1}(x)=0$. Inside, the coefficients $x$ and $N+1-x$ are nonnegative, and they multiply nonnegative values.

The Lean proof makes the same split into inside and outside. The hypothesis `ih` holds for every position, so it can be used at both `x` and `x - 1`.

```lean
/-- The B-splines are nonnegative. -/
theorem bspline_nonneg (n : ℕ) (x : ℝ) : 0 ≤ bspline n x := by
  induction n generalizing x with
  | zero => rw [bspline]
  | succ N ih =>
    by_cases hx : x ∈ Set.Ico (0 : ℝ) ((N + 1 : ℕ) : ℝ)
    · -- inside the support both coefficients of the recursion are nonnegative
      have h1 : 0 ≤ (N : ℝ) + 1 - x := by
        have := hx.2
        push_cast at this
        linarith
      rw [bspline]
      by_cases hN : N = 0
      · rw [if_pos hN]
        by_cases h : 0 ≤ x ∧ x < 1
        · rw [if_pos h]
          exact zero_le_one
        · rw [if_neg h]
      · rw [if_neg hN]
        exact div_nonneg (add_nonneg (mul_nonneg hx.1 (ih x)) (mul_nonneg h1 (ih (x - 1))))
          (Nat.cast_nonneg N)
    · exact (bspline_eq_zero _ _ hx).ge
```

## (c) How many mesh points are reached

Show that, for any real weights $g_k$, only finitely many terms of a lattice sum are nonzero:

$$\{k\in\mathbb Z : g_k\,M_n(x-k)\neq0\}\ \text{is finite}.$$

**Solution.** By (a), a nonzero term needs $0\le x-k<n$, that is, $x-n<k\le x$. This interval contains finitely many integers.

Lean encloses them in the slightly larger range from $\lfloor x-n\rfloor$ to $\lceil x\rceil$. The result matters because the sums below are written with `∑ᶠ`, which returns zero when infinitely many terms are nonzero; here it is always the ordinary finite sum.

```lean
/-- A particle at `x` reaches only finitely many mesh points `k`, whatever weights `g k` multiply
the spline, so the lattice sums below are finite sums. -/
theorem finite_support (n : ℕ) (x : ℝ) (g : ℤ → ℝ) :
    (Function.support fun k : ℤ => g k * bspline n (x - k)).Finite := by
  refine (Set.finite_Icc ⌊x - (n : ℝ)⌋ ⌈x⌉).subset fun k hk => ?_
  have hm : x - k ∈ Set.Ico (0 : ℝ) n := by
    by_contra hc
    apply hk
    change g k * bspline n (x - k) = 0
    rw [bspline_eq_zero n _ hc, mul_zero]
  have h1 : (⌊x - (n : ℝ)⌋ : ℝ) ≤ (k : ℝ) := by linarith [hm.2, Int.floor_le (x - (n : ℝ))]
  have h2 : (k : ℝ) ≤ (⌈x⌉ : ℝ) := by linarith [hm.1, Int.le_ceil x]
  exact ⟨by exact_mod_cast h1, by exact_mod_cast h2⟩
```

## (d) Linearity in the weight

For real $a,b$ and any real sequence $v_k$, show that

$$\sum_k (a+b\,v_k)M_n(x-k)=a\sum_k M_n(x-k)+b\sum_k v_k M_n(x-k).$$

**Solution.** Expand the bracket and split the sum, which is finite by (c).

In Lean, `h3` and `h4` supply the finiteness that `finsum_add_distrib` requires, and `mul_finsum` moves the constants inside the sums.

```lean
/-- Lattice sums are linear in the weight: the weight `a + b v` gives `a` times the plain sum
plus `b` times the sum with weight `v`. -/
theorem sum_affine (n : ℕ) (x a b : ℝ) (v : ℤ → ℝ) :
    ∑ᶠ k : ℤ, (a + b * v k) * bspline n (x - k)
      = a * ∑ᶠ k : ℤ, bspline n (x - k) + b * ∑ᶠ k : ℤ, v k * bspline n (x - k) := by

  have h3 : (Function.support fun k : ℤ => a * bspline n (x - k)).Finite :=
    finite_support n x (fun _ => a)
  have h4 : (Function.support fun k : ℤ => b * (v k * bspline n (x - k))).Finite := by
    simpa only [mul_assoc] using finite_support n x (fun k => b * v k)
  rw [mul_finsum, mul_finsum]
  refine Eq.trans (finsum_congr fun k => ?_) (finsum_add_distrib h3 h4)
  ring
```

## (e) Lowering the order by one

Write $y_k=x-k$. For $N\ge1$ and any function $w:\mathbb R\to\mathbb R$, turn a weighted sum of $M_{N+1}$ into one of $M_N$:

$$N\sum_k w(y_k)M_{N+1}(y_k)=\sum_k\bigl[w(y_k)\,y_k+w(y_k+1)(N-y_k)\bigr]M_N(y_k).$$

**Solution.** Insert the recursion. The left side becomes

$$\sum_k w(y_k)\,y_k\,M_N(y_k)+\sum_k w(y_k)(N+1-y_k)\,M_N(y_k-1).$$

In the second sum put $j=k+1$. Then $y_k=y_j+1$, and the sum becomes $\sum_j w(y_j+1)(N-y_j)M_N(y_j)$. Rename $j$ as $k$ and combine the sums.

In Lean, `c` cancels the factor $N$ against the denominator of the recursion. The change of index is `shift`, which uses the bijection `Equiv.addRight (1 : ℤ)`. The finiteness statements `hf`, `hg` and `hs` justify splitting and recombining the sums.

```lean
/-- Transfer of lattice sums: for `N ≥ 1` a sum of `M_(N+1)` with weight `w` equals, up to the
factor `N`, a sum of `M_N` with the weight `w(y) y + w(y+1) (N-y)`. -/
theorem sum_step (N : ℕ) (hN : 1 ≤ N) (w : ℝ → ℝ) (x : ℝ) :
    (N : ℝ) * ∑ᶠ k : ℤ, w (x - k) * bspline (N + 1) (x - k)
      = ∑ᶠ k : ℤ, (w (x - k) * (x - k) + w (x - k + 1) * ((N : ℝ) - (x - k)))
          * bspline N (x - k) := by
  have h0 : N ≠ 0 := by omega
  have hR : (N : ℝ) ≠ 0 := Nat.cast_ne_zero.2 h0
  have c (v a : ℝ) : (N : ℝ) * (v * (a / (N : ℝ))) = v * a := by field_simp
  have hf : (Function.support fun k : ℤ =>
      w (x - k) * (x - k) * bspline N (x - k)).Finite :=
    finite_support N x (fun k => w (x - k) * (x - k))
  have hg : (Function.support fun k : ℤ =>
      w (x - k + 1) * ((N : ℝ) - (x - k)) * bspline N (x - k)).Finite :=
    finite_support N x (fun k => w (x - k + 1) * ((N : ℝ) - (x - k)))
  have hs : (Function.support fun k : ℤ =>
      w (x - k) * ((N : ℝ) + 1 - (x - k)) * bspline N (x - 1 - k)).Finite :=
    finite_support N (x - 1) (fun k => w (x - k) * ((N : ℝ) + 1 - (x - k)))
  -- shift the summation index in the second term of the recursion
  have shift : ∑ᶠ k : ℤ, w (x - k) * ((N : ℝ) + 1 - (x - k)) * bspline N (x - 1 - k)
      = ∑ᶠ k : ℤ, w (x - k + 1) * ((N : ℝ) - (x - k)) * bspline N (x - k) := by
    refine Eq.trans (finsum_congr fun k => ?_) (finsum_comp_equiv (Equiv.addRight (1 : ℤ))
      (f := fun k : ℤ => w (x - k + 1) * ((N : ℝ) - (x - k)) * bspline N (x - k)))
    have e1 : x - ((k + 1 : ℤ) : ℝ) = x - 1 - k := by push_cast; ring
    have e2 : x - 1 - (k : ℝ) + 1 = x - k := by ring
    simp only [Equiv.coe_addRight, e1, e2]
    ring
  rw [mul_finsum]
  refine Eq.trans (finsum_congr fun k => ?_) ((finsum_add_distrib hf hs).trans ?_)
  · rw [bspline, if_neg h0, c, sub_right_comm x (k : ℝ) 1]
    ring
  · rw [shift]
    refine (finsum_add_distrib hf hg).symm.trans (finsum_congr fun k => ?_)
    ring
```

## (f) Total charge

Show that for $n\ge1$ the mesh carries the whole unit charge, wherever the particle is:

$$\sum_k M_n(x-k)=1.$$

**Solution.** For $n=1$ only $k=\lfloor x\rfloor$ satisfies $0\le x-k<1$, and its share is $1$. For the step from $N$ to $N+1$, take $w=1$ in (e). The bracket is $y_k+N-y_k=N$, so

$$N\sum_k M_{N+1}(y_k)=N\sum_k M_N(y_k)=N.$$

Divide by $N$.

`Nat.le_induction` starts the induction at order $1$, where `finsum_eq_single` picks out the one occupied point. In the step, `h` is (e) with constant weight, `h'` evaluates the resulting sum, and `mul_left_cancel₀` performs the division.

```lean
/-- Partition of unity: for `n ≥ 1` the integer translates of `M_n` sum to one at every point. -/
theorem sum_bspline (n : ℕ) (hn : 1 ≤ n) (x : ℝ) : ∑ᶠ k : ℤ, bspline n (x - k) = 1 := by
  induction n, hn using Nat.le_induction with
  | base =>
    -- only the mesh point `⌊x⌋` contributes
    have h1 : ∀ k : ℤ, k ≠ ⌊x⌋ → bspline 1 (x - k) = 0 := by
      intro k hk
      rw [bspline, if_pos (rfl : (0 : ℕ) = 0), if_neg]
      intro h
      exact hk (Int.floor_eq_iff.2 ⟨by linarith [h.1], by linarith [h.2]⟩).symm
    rw [finsum_eq_single _ ⌊x⌋ h1, bspline, if_pos (rfl : (0 : ℕ) = 0), if_pos]
    constructor <;> linarith [Int.floor_le x, Int.lt_floor_add_one x]
  | succ N hN ih =>
    have hR : (N : ℝ) ≠ 0 := Nat.cast_ne_zero.2 (by omega)
    have h := sum_step N hN (fun _ => 1) x
    have h' := sum_affine N x N 0 (fun _ => 0)
    simp only [one_mul, add_sub_cancel] at h
    simp only [zero_mul, add_zero, ih] at h'
    exact mul_left_cancel₀ hR (h.trans h')
```

## (g) First moment

Show that for $n\ge2$ the mean of $x-k$, weighted by the shares, does not depend on $x$:

$$\sum_k (x-k)\,M_n(x-k)=\frac n2.$$

**Solution.** Take $w(y)=y$ in (e). The bracket is

$$y^2+(y+1)(N-y)=N+(N-1)y.$$

For $N=1$ the term in $y$ disappears, and (f) gives the first moment of $M_2$ as $1$. For $N\ge2$, use (d), (f) and the moment $N/2$ of $M_N$:

$$N\sum_k y_kM_{N+1}(y_k)=N+(N-1)\frac N2=\frac{N(N+1)}2.$$

Dividing by $N$ gives $(N+1)/2$. At order $1$ the formula fails: for $x=0$ the only share is at $k=0$, and the moment is $0$, not $1/2$.

In Lean, `h` in the induction step is the right-hand sum evaluated by `sum_affine`; `ring` checks that the bracket has the stated form.

```lean
/-- For `n ≥ 2` the first lattice moment of `M_n` is `n/2` at every point. -/
theorem sum_first_moment (n : ℕ) (hn : 2 ≤ n) (x : ℝ) :
    ∑ᶠ k : ℤ, (x - k) * bspline n (x - k) = (n : ℝ) / 2 := by
  induction n, hn using Nat.le_induction with
  | base =>
    have h : ((1 : ℕ) : ℝ) * ∑ᶠ k : ℤ, (x - k) * bspline 2 (x - k) = _ :=
      sum_step 1 le_rfl (fun y => y) x
    rw [Nat.cast_one, one_mul] at h
    rw [h, show ((2 : ℕ) : ℝ) / 2 = 1 by norm_num]
    refine Eq.trans (finsum_congr fun k => ?_) (sum_bspline 1 le_rfl x)
    ring
  | succ N hN ih =>
    have hR : (N : ℝ) ≠ 0 := Nat.cast_ne_zero.2 (by omega)
    -- the new weight is `N + (N-1) y`
    have h := sum_affine N x N ((N : ℝ) - 1) (fun k => x - k)
    rw [sum_bspline N (by omega), ih] at h
    apply mul_left_cancel₀ hR
    refine (sum_step N (by omega) (fun y => y) x).trans
      (Eq.trans (finsum_congr fun k => ?_) (h.trans ?_))
    · ring
    · push_cast
      ring
```

## (h) Second moment about the mean

Show that for $n\ge3$ the spread is independent of $x$ too:

$$\sum_k\Bigl(x-k-\frac n2\Bigr)^2M_n(x-k)=\frac n{12}.$$

**Solution.** In (e) take $w(y)=\bigl(y-\tfrac{N+1}2\bigr)^2$ and set $z=y-N/2$. The bracket becomes

$$\Bigl(z-\tfrac12\Bigr)^2\Bigl(\tfrac N2+z\Bigr)+\Bigl(z+\tfrac12\Bigr)^2\Bigl(\tfrac N2-z\Bigr)=\frac N4+(N-2)z^2.$$

For $N=2$ only the constant $1/2$ remains, so twice the second moment of $M_3$ is $1/2$, and the moment is $1/4=3/12$. For $N\ge3$ the induction hypothesis gives

$$\frac N4+(N-2)\frac N{12}=\frac{N(N+1)}{12},$$

and division by $N$ completes the step.

The Lean proof has the same two cases. `push_cast` turns the natural number $N+1$ into a real sum before `ring` verifies the polynomial identity.

```lean
/-- For `n ≥ 3` the second lattice moment of `M_n` about `n/2` is `n/12` at every point. -/
theorem sum_variance (n : ℕ) (hn : 3 ≤ n) (x : ℝ) :
    ∑ᶠ k : ℤ, (x - k - (n : ℝ) / 2) ^ 2 * bspline n (x - k) = (n : ℝ) / 12 := by
  induction n, hn using Nat.le_induction with
  | base =>
    have h := sum_affine 2 x (1 / 2) 0 (fun _ => 0)
    rw [sum_bspline 2 (by omega)] at h
    apply mul_left_cancel₀ (show ((2 : ℕ) : ℝ) ≠ 0 by norm_num)
    refine (sum_step 2 (by omega) (fun y => (y - ((3 : ℕ) : ℝ) / 2) ^ 2) x).trans
      (Eq.trans (finsum_congr fun k => ?_) (h.trans ?_))
    · push_cast
      ring
    · push_cast
      ring
  | succ N hN ih =>
    have hR : (N : ℝ) ≠ 0 := Nat.cast_ne_zero.2 (by omega)
    -- with `z = y - N/2` the new weight is `N/4 + (N-2) z²`
    have h := sum_affine N x ((N : ℝ) / 4) ((N : ℝ) - 2) (fun k => (x - k - (N : ℝ) / 2) ^ 2)
    rw [sum_bspline N (by omega), ih] at h
    apply mul_left_cancel₀ hR
    refine (sum_step N (by omega) (fun y => (y - ((N + 1 : ℕ) : ℝ) / 2) ^ 2) x).trans
      (Eq.trans (finsum_congr fun k => ?_) (h.trans ?_))
    · push_cast
      ring
    · push_cast
      ring
```

## (i) Dipole moment of the mesh charge

Show that for $n\ge2$ the spread unit charge has a dipole moment, taken about the mesh point $k=0$, equal to the particle's position minus a constant:

$$\sum_k k\,M_n(x-k)=x-\frac n2.$$

**Solution.** Write $k=x-(x-k)$. By (d), (f) and (g) the sum is $x\cdot1-n/2$.

In Lean this is `sum_affine` with $a=x$, $b=-1$ and $v_k=x-k$.

For particle-mesh Ewald codes that assign charge with these splines at order two or higher, the result means that, for one charge on an infinite one-dimensional mesh, assignment conserves the charge and displaces its centre by a constant that does not depend on where the particle sits between mesh points. The error of the resulting electrostatic energy or forces is a separate question.

```lean
/-- For `n ≥ 2` a unit charge at `x`, spread on the mesh with `M_n`, has the dipole moment
`x - n/2`. -/
theorem sum_mesh_dipole (n : ℕ) (hn : 2 ≤ n) (x : ℝ) :
    ∑ᶠ k : ℤ, (k : ℝ) * bspline n (x - k) = x - (n : ℝ) / 2 := by
  -- write `k = x - (x - k)`
  have h := sum_affine n x x (-1) (fun k => x - k)
  rw [sum_bspline n (by omega), sum_first_moment n hn] at h
  refine Eq.trans (finsum_congr fun k => ?_) (h.trans ?_)
  · ring
  · ring

end

end CardinalBSpline
```

```lean
#print axioms CardinalBSpline.bspline_nonneg
#print axioms CardinalBSpline.sum_variance
#print axioms CardinalBSpline.sum_mesh_dipole
```

```
'CardinalBSpline.bspline_nonneg' depends on axioms: [propext, Classical.choice, Quot.sound]
'CardinalBSpline.sum_variance' depends on axioms: [propext, Classical.choice, Quot.sound]
'CardinalBSpline.sum_mesh_dipole' depends on axioms: [propext, Classical.choice, Quot.sound]
```
